# A cosine egg-box shifts the central-difference force constant by −A k cos(p) sin(kd)/d

To get a force constant by finite displacements, a code can move an atom by +d and −d, take the energy gradient at both positions and divide the difference by 2d. On a real-space grid the energy also depends on where the atom sits between grid points, and this spurious ripple, the egg-box effect, enters the result through the gradients, by an amount that can depend on d.

Let x be the displacement from the reference position, h > 0 the grid spacing along it, and V(x) the energy without the ripple. Model the ripple as

W(x) = A cos(kx + p), with k = 2π/h and A > 0.

The amplitude A measures how strongly the grid distinguishes one atomic position from another, and the phase p records where the reference position lies relative to the grid points. For d > 0, adding W to V changes the central-difference force constant by

ΔK = −A k cos(p) sin(kd)/d.

This shift satisfies |ΔK| < A k², and it vanishes for every phase p exactly when 2d/h is an integer.

## Choosing the displacement on a grid

For an egg-box that is a single cosine along one coordinate, the result tells a grid-based electronic-structure code which displacements remove the ripple from a force constant wherever the atom sits. The smallest is d = h/2. At a step that is not a whole multiple of h/2 some phases leave an error, although a position with cos p = 0 has none at any step.

Taking d towards zero does not, in general, remove the error. As d → 0 the shift tends to −A k² cos p, which is generally not zero. Since A k² = 4π²A/h², a ripple that looks harmless in the energy can still matter in the force constant.

## From the gradient to the shift

The gradient of the ripple is

W′(x) = −A k sin(kx + p).

The sine addition formulas give its difference between the two displaced positions:

W′(d) − W′(−d) = −A k [sin(p + kd) − sin(p − kd)] = −2 A k cos(p) sin(kd).

Gradients add, so the contribution of V cancels when the force constants with and without the ripple are subtracted. Dividing by 2d gives ΔK.

The bound needs |sin x| < x for x > 0. The upper half, sin x < x, is standard. For the lower half, −x < sin x, note that sin x is positive if x ≤ 1, while sin x ≥ −1 > −x if x > 1. With x = kd and |cos p| ≤ 1,

|ΔK| ≤ A k |sin(kd)|/d < A k · kd/d = A k².

If the shift vanishes for every phase, it vanishes for p = 0, where cos p = 1. Then sin(kd) = 0, so kd = nπ for some integer n. Inserting k = 2π/h gives 2d/h = n. Conversely, if 2d/h = n, then kd = nπ and sin(kd) = 0, so the shift is zero whatever p is.

For small steps, sin(kd)/d → k, which gives the limit −A k² cos p. At p = 0 its size is A k², so no smaller constant could serve as a bound for all steps and phases.

The cancellation also works for other ripple shapes. If W is differentiable and has period h, then W′ also has period h. When 2d = nh, the points d and −d lie a whole number of periods apart, hence W′(d) = W′(−d).

## Lean source for the shift, the limit and the periodic case

```lean
import Mathlib

open Filter Topology

namespace EggBoxForceConstant

noncomputable section

/-- Egg-box energy of amplitude `A`, wave number `k` and phase `p` at displacement `x`. -/
def eggBox (A k p x : ℝ) : ℝ := A * Real.cos (k * x + p)

/-- Force constant of the energy `E` from central differences of its gradient at
displacements `d` and `-d`, for `d ≠ 0`. -/
def forceConstant (E : ℝ → ℝ) (d : ℝ) : ℝ := (deriv E d - deriv E (-d)) / (2 * d)

/-- The gradient of the egg-box energy is `-A k sin(kx + p)`. -/
theorem eggBox_hasDerivAt (A k p x : ℝ) :
    HasDerivAt (eggBox A k p) (-(A * k * Real.sin (k * x + p))) x := by
  have h1 : HasDerivAt (fun y : ℝ => k * y + p) k x :=
    (((hasDerivAt_id' x).const_mul k).add_const p).congr_deriv (by ring)
  exact (h1.cos.const_mul A).congr_deriv (by ring)

/-- The egg-box gradients at `d` and `-d` differ by `-2 A k cos(p) sin(kd)`. -/
theorem eggBox_gradient_difference (A k p d : ℝ) :
    deriv (eggBox A k p) d - deriv (eggBox A k p) (-d)
      = -2 * (A * k * Real.cos p * Real.sin (k * d)) := by
  rw [(eggBox_hasDerivAt A k p d).deriv, (eggBox_hasDerivAt A k p (-d)).deriv,
    show k * -d + p = p - k * d by ring, Real.sin_add, Real.sin_sub]
  ring

/-- For positive `x`, the sine of `x` is strictly smaller in size than `x`. -/
theorem abs_sin_lt_of_pos {x : ℝ} (hx : 0 < x) : |Real.sin x| < x := by
  refine abs_lt.mpr ⟨?_, Real.sin_lt hx⟩
  rcases le_or_gt x 1 with h1 | h1
  · linarith [Real.sin_pos_of_pos_of_le_one hx h1]
  · linarith [Real.neg_one_le_sin x]

/-- Let an egg-box of amplitude `A > 0` and grid spacing `h > 0` be added to an energy `V`
that is differentiable at `d` and `-d`, with `d > 0`. The central-difference force constant
shifts by `-A k cos(p) sin(kd)/d`, where `k = 2π/h`; the shift is smaller in size than `A k²`,
and it vanishes for every phase `p` exactly when `2d/h` is an integer. -/
theorem eggBox_shift {A h k d : ℝ} (hA : 0 < A) (hh : 0 < h) (hd : 0 < d)
    (hk : k = 2 * Real.pi / h) {V : ℝ → ℝ}
    (hV : DifferentiableAt ℝ V d) (hV' : DifferentiableAt ℝ V (-d)) :
    (∀ p, forceConstant (fun x => V x + eggBox A k p x) d - forceConstant V d
        = -(A * k * Real.cos p * Real.sin (k * d) / d)) ∧
    (∀ p, |forceConstant (fun x => V x + eggBox A k p x) d - forceConstant V d|
        < A * k ^ 2) ∧
    ((∀ p, forceConstant (fun x => V x + eggBox A k p x) d = forceConstant V d)
        ↔ ∃ n : ℤ, 2 * d / h = n) := by
  have hkpos : 0 < k := by
    rw [hk]
    positivity
  -- The gradient is additive, so only the egg-box part survives in the shift.
  have key : ∀ p, forceConstant (fun x => V x + eggBox A k p x) d - forceConstant V d
      = -(A * k * Real.cos p * Real.sin (k * d) / d) := by
    intro p
    have e1 : deriv (fun x => V x + eggBox A k p x) d
        = deriv V d + deriv (eggBox A k p) d :=
      (hV.hasDerivAt.fun_add
        (eggBox_hasDerivAt A k p d).differentiableAt.hasDerivAt).deriv
    have e2 : deriv (fun x => V x + eggBox A k p x) (-d)
        = deriv V (-d) + deriv (eggBox A k p) (-d) :=
      (hV'.hasDerivAt.fun_add
        (eggBox_hasDerivAt A k p (-d)).differentiableAt.hasDerivAt).deriv
    unfold forceConstant
    rw [e1, e2]
    calc _ = (deriv (eggBox A k p) d - deriv (eggBox A k p) (-d)) / (2 * d) := by ring
      _ = _ := by
        rw [eggBox_gradient_difference]
        ring
  refine ⟨key, fun p => ?_, fun H => ?_, ?_⟩
  · -- The bound follows from |cos p| ≤ 1 and |sin(kd)| < kd.
    have hs : |Real.sin (k * d)| < k * d := abs_sin_lt_of_pos (mul_pos hkpos hd)
    rw [key, abs_neg, abs_div, abs_of_pos hd, div_lt_iff₀ hd]
    calc |A * k * Real.cos p * Real.sin (k * d)|
        = A * k * (|Real.cos p| * |Real.sin (k * d)|) := by
          rw [abs_mul, abs_mul, abs_mul, abs_of_pos hA, abs_of_pos hkpos]
          ring
      _ ≤ A * k * (1 * |Real.sin (k * d)|) := by
          gcongr
          exact Real.abs_cos_le_one p
      _ < A * k * (1 * (k * d)) := by gcongr
      _ = A * k ^ 2 * d := by ring
  · -- Phase zero already forces sin(kd) = 0.
    have h0 := key 0
    rw [H 0, sub_self, Real.cos_zero] at h0
    have hs0 : Real.sin (k * d) = 0 := by
      by_contra hne
      have hne' : A * k * 1 * Real.sin (k * d) / d ≠ 0 :=
        div_ne_zero (mul_ne_zero (by positivity) hne) hd.ne'
      exact hne' (by linarith)
    obtain ⟨n, hn⟩ := Real.sin_eq_zero_iff.mp hs0
    rw [hk] at hn
    have hpi : (n : ℝ) * Real.pi = 2 * d / h * Real.pi := by
      rw [hn]
      ring
    exact ⟨n, (mul_right_cancel₀ Real.pi_ne_zero hpi).symm⟩
  · rintro ⟨n, hn⟩ p
    have hs0 : Real.sin (k * d) = 0 :=
      Real.sin_eq_zero_iff.mpr ⟨n, by rw [← hn, hk]; ring⟩
    have h0 := key p
    rw [hs0, mul_zero, zero_div, neg_zero] at h0
    linarith

/-- As the displacement `d` tends to zero, the central-difference force constant of the egg-box
energy alone tends to `-A k² cos(p)`. -/
theorem eggBox_small_step_limit (A k p : ℝ) :
    Tendsto (forceConstant (eggBox A k p)) (𝓝[≠] 0) (𝓝 (-(A * k ^ 2 * Real.cos p))) := by
  have h1 : HasDerivAt (fun y : ℝ => k * y) k 0 :=
    ((hasDerivAt_id' (0 : ℝ)).const_mul k).congr_deriv (by ring)
  have h2 : HasDerivAt (fun y : ℝ => Real.sin (k * y)) k 0 :=
    h1.sin.congr_deriv (by simp)
  -- sin(kd)/d is a difference quotient of sin(ky) at the origin.
  have ht := (hasDerivAt_iff_tendsto_slope_zero.mp h2).const_mul (-(A * k * Real.cos p))
  rw [show -(A * k ^ 2 * Real.cos p) = -(A * k * Real.cos p) * k by ring]
  refine ht.congr fun d => ?_
  unfold forceConstant
  rw [eggBox_gradient_difference]
  simp only [zero_add, mul_zero, Real.sin_zero, sub_zero, smul_eq_mul]
  ring

/-- Let `W` be a differentiable egg-box energy of any shape with period `h`, and `V` an energy
differentiable at `d` and `-d`. If `2d` is an integer multiple of `h`, adding `W` to `V` leaves
the difference of the gradients at `d` and `-d` unchanged. -/
theorem periodic_eggBox_cancels {V W : ℝ → ℝ} {h d : ℝ} (hW : Function.Periodic W h)
    (hWd : Differentiable ℝ W) (hV : DifferentiableAt ℝ V d)
    (hV' : DifferentiableAt ℝ V (-d)) (n : ℤ) (hn : 2 * d = n * h) :
    deriv (fun x => V x + W x) d - deriv (fun x => V x + W x) (-d)
      = deriv V d - deriv V (-d) := by
  -- The gradient of W inherits its period, and d = -d + n h.
  have hshift : (fun x => W (x + n * h)) = W := funext (hW.int_mul n)
  have e : deriv (fun x => W (x + n * h)) (-d) = deriv W (-d + n * h) := by
    rw [deriv_comp_add_const]
  rw [hshift, show -d + n * h = d by linarith] at e
  rw [(hV.hasDerivAt.fun_add (hWd d).hasDerivAt).deriv,
    (hV'.hasDerivAt.fun_add (hWd (-d)).hasDerivAt).deriv, e]
  ring

end

end EggBoxForceConstant
```

```lean
#print axioms EggBoxForceConstant.eggBox_shift
#print axioms EggBoxForceConstant.eggBox_small_step_limit
#print axioms EggBoxForceConstant.periodic_eggBox_cancels
```

```
'EggBoxForceConstant.eggBox_shift' depends on axioms: [propext, Classical.choice, Quot.sound]
'EggBoxForceConstant.eggBox_small_step_limit' depends on axioms: [propext, Classical.choice, Quot.sound]
'EggBoxForceConstant.periodic_eggBox_cancels' depends on axioms: [propext, Classical.choice, Quot.sound]
```

## How the Lean statements map to the calculation

`eggBox A k p` is the ripple as a function of displacement, and `forceConstant E d` is (E′(d) − E′(−d))/(2d), with `deriv` as the gradient. A code that stores forces F = −E′ must reverse the sign of the difference.

`eggBox_shift` contains the three main claims: the formula, the strict bound and the equivalence. The hypothesis `hk` ties k to the grid spacing. V is an arbitrary real function, required only to be differentiable at d and −d; it need not be harmonic or have a minimum at zero. In the equivalence, "for every phase" is the quantifier `∀ p`, with the step held fixed.

`eggBox_small_step_limit` treats the ripple alone and lets d approach zero from either side. `periodic_eggBox_cancels` compares gradient differences without dividing by 2d. It gives only one direction: a periodic shape may cancel at other steps too, as one with the shorter period h/2 does at d = h/4.

## How the lemmas carry the derivation

`eggBox_hasDerivAt` is the chain rule, and `eggBox_gradient_difference` applies the sine addition formulas. `abs_sin_lt_of_pos` makes the same case split at x = 1 as above.

Inside `eggBox_shift`, `e1` and `e2` add the gradients at the two positions, and `key` is the resulting formula for ΔK. The longer `calc` block bounds the cosine first and the sine second. For the equivalence, `H 0` sets the phase to zero, `Real.sin_eq_zero_iff` supplies the integer, and `mul_right_cancel₀` removes the common factor π.

The limit proof recognises sin(kd)/d as a difference quotient of sin(ky) at y = 0. In the periodic case, `hshift` states that W is unchanged by n periods, and `deriv_comp_add_const` carries this over to the gradient.

## Same-step comparison, true gradients and one coordinate

Both force constants in the shift are evaluated at the same d. The theorem therefore isolates the ripple and says nothing about how close the finite difference of V is to V″(0). A step of h/2 may remove the egg-box error and still be too long for the harmonic regime.

The gradients are true derivatives of the total energy, ripple included. Forces that are inconsistent with the discretised energy, incomplete self-consistency and rounding bring errors of their own. The model has one displacement coordinate, and the period h must be the one met along that direction. The values of A and p are inputs, not derived from a grid or a pseudopotential.
